# Solutions of the Usadel equation Dθ″ = 2w sin θ (D, w > 0) that decay as x → ∞ obey θ′ = −(2/ξ) sin(θ/2), where ξ = √(D/2w)

The Usadel equation `D θ'' = 2w sin θ` has the form used for a diffusive normal metal with no pair potential of its own, and here the angle θ is a real function of one coordinate. The theorem takes w and ξ positive with D = 2wξ², and a solution on x > 0 whose angle and slope both tend to zero at infinity. It states that at every a > 0 the slope equals −(2/ξ) sin(θ/2), a first-order equation in place of the second-order one. The proof follows the mismatch g = θ′ + (2/ξ) sin(θ/2), which obeys g′ = cos(θ/2) g/ξ. Far out g² cannot decrease yet tends to zero, so g vanishes there, and since g² exp(2x/ξ) never decreases, g vanishes at a as well.

The failing Lean file:

```lean
import Mathlib

open Real Filter Topology Set

namespace FirstOrderOfUsadel

noncomputable section

/-- The Usadel equation `D θ'' = 2w sin θ` at the point `x`, where `q` is the slope of `θ`. -/
def UsadelAt (D w : ℝ) (θ q : ℝ → ℝ) (x : ℝ) : Prop :=
  HasDerivAt θ (q x) x ∧ ∃ κ, HasDerivAt q κ x ∧ D * κ = 2 * w * Real.sin (θ x)

/-- The mismatch `q + (2/ξ) sin (θ/2)` in the first-order equation, for `ξ ≠ 0`. -/
def mismatch (ξ : ℝ) (θ q : ℝ → ℝ) (x : ℝ) : ℝ := q x + 2 / ξ * Real.sin (θ x / 2)

/-- A quantity with non-negative slope from `a` onwards does not fall below its value at `a`. -/
theorem le_of_slope_nonneg {f f' : ℝ → ℝ} {a b : ℝ} (hab : a ≤ b)
    (hd : ∀ x, a ≤ x → HasDerivAt f (f' x) x) (h0 : ∀ x, a ≤ x → 0 ≤ f' x) : f a ≤ f b := by
  refine monotoneOn_of_deriv_nonneg (convex_Ici a)
    (fun x hx => (hd x hx).continuousAt.continuousWithinAt)
    (fun x hx => (hd x (interior_subset hx)).differentiableAt.differentiableWithinAt)
    (fun x hx => ?_) self_mem_Ici hab hab
  rw [(hd x (interior_subset hx)).deriv]
  exact h0 x (interior_subset hx)

/-- If `D = 2w ξ²` with `w, ξ > 0`, the mismatch `g` of a Usadel solution obeys
`g' = cos (θ/2) g / ξ`. -/
theorem mismatch_hasDerivAt {D w ξ x : ℝ} (hw : 0 < w) (hξ : 0 < ξ) (hD : D = 2 * w * ξ ^ 2)
    {θ q : ℝ → ℝ} (hU : UsadelAt D w θ q x) :
    HasDerivAt (mismatch ξ θ q) (Real.cos (θ x / 2) / ξ * mismatch ξ θ q x) x := by
  obtain ⟨h1, κ, h2, h3⟩ := hU
  have hs : Real.sin (θ x) = 2 * Real.sin (θ x / 2) * Real.cos (θ x / 2) := by
    rw [← Real.sin_two_mul]
    congr 1
    ring
  have hκ : κ = 2 * Real.sin (θ x / 2) * Real.cos (θ x / 2) / ξ ^ 2 := by
    rw [eq_div_iff (by positivity)]
    apply mul_left_cancel₀ (show 2 * w ≠ 0 by positivity)
    rw [hD, hs] at h3
    linear_combination h3
  refine HasDerivAt.congr_deriv (h2.fun_add (((h1.div_const 2).sin).const_mul (2 / ξ))) ?_
  rw [hκ]
  unfold mismatch
  ring

/-- Let `D = 2w ξ²` with `w, ξ > 0`. A Usadel solution on `x > 0` whose angle and slope vanish
at infinity obeys `θ' = -(2/ξ) sin (θ/2)`. -/
theorem first_order_of_usadel {D w ξ : ℝ} (hw : 0 < w) (hξ : 0 < ξ) (hD : D = 2 * w * ξ ^ 2)
    {θ q : ℝ → ℝ} (hU : ∀ x, 0 < x → UsadelAt D w θ q x)
    (hθ : Tendsto θ atTop (𝓝 0)) (hq : Tendsto q atTop (𝓝 0)) {a : ℝ} (ha : 0 < a) :
    q a = -(2 / ξ) * Real.sin (θ a / 2) := by
  have hg := fun x hx => mismatch_hasDerivAt hw hξ hD (hU x hx)
  have hhalf : Tendsto (fun x => θ x / 2) atTop (𝓝 0) := by
    simpa using hθ.div_const 2
  have hcos : Tendsto (fun x => Real.cos (θ x / 2)) atTop (𝓝 1) := by
    simpa using (Real.continuous_cos.tendsto 0).comp hhalf
  have hsin : Tendsto (fun x => Real.sin (θ x / 2)) atTop (𝓝 0) := by
    simpa using (Real.continuous_sin.tendsto 0).comp hhalf
  have hlim : Tendsto (mismatch ξ θ q) atTop (𝓝 0) := by
    simpa [mismatch] using hq.add (hsin.const_mul (2 / ξ))
  have hev : ∀ᶠ x in atTop, 0 < Real.cos (θ x / 2) := hcos (Ioi_mem_nhds one_pos)
  obtain ⟨Y, hY⟩ := eventually_atTop.mp (hev.and (eventually_ge_atTop a))
  have haY : a ≤ Y := (hY Y le_rfl).2
  generalize hG : mismatch ξ θ q = g at hg hlim
  -- far out g² does not decrease, yet it tends to zero
  have hfar : g Y * g Y ≤ 0 := by
    have hl : Tendsto (fun x => g x * g x) atTop (𝓝 0) := by simpa using hlim.mul hlim
    refine ge_of_tendsto hl ((eventually_ge_atTop Y).mono fun z hz => ?_)
    have hd := fun x (hx : 0 < x) => (hg x hx).fun_mul (hg x hx)
    refine le_of_slope_nonneg (f := fun x => g x * g x) hz
      (fun x hx => (hd x (ha.trans_le (haY.trans hx))).continuousAt.continuousWithinAt)
      (fun x hx => hd x (ha.trans_le (haY.trans hx.le))) fun x hx => ?_
    have hc := (hY x hx.le).1
    have : 0 ≤ 2 * (Real.cos (θ x / 2) / ξ) * (g x * g x) :=
      mul_nonneg (by positivity) (mul_self_nonneg _)
    linarith
  -- g² exp (2x/ξ) never decreases, which carries the zero back to a
  have hback : g a * g a * Real.exp (2 / ξ * a) ≤ g Y * g Y * Real.exp (2 / ξ * Y) := by
    have hd : ∀ x, 0 < x → HasDerivAt (fun y => g y * g y * Real.exp (2 / ξ * y))
        (2 / ξ * (1 + Real.cos (θ x / 2)) * (g x * g x) * Real.exp (2 / ξ * x)) x :=
      fun x hx => (((hg x hx).fun_mul (hg x hx)).fun_mul
        ((hasDerivAt_id' x).const_mul (2 / ξ)).exp).congr_deriv (by ring)
    refine le_of_slope_nonneg (f := fun y => g y * g y * Real.exp (2 / ξ * y)) haY
      (fun x hx => (hd x (ha.trans_le hx)).continuousAt.continuousWithinAt)
      (fun x hx => hd x (ha.trans hx)) fun x _ => ?_
    have hc : 0 ≤ 1 + Real.cos (θ x / 2) := by linarith [Real.neg_one_le_cos (θ x / 2)]
    exact mul_nonneg (mul_nonneg (mul_nonneg (by positivity) hc) (mul_self_nonneg _))
      (Real.exp_pos _).le
  have hz : g a * g a * Real.exp (2 / ξ * a) ≤ 0 :=
    hback.trans (mul_nonpos_of_nonpos_of_nonneg hfar (Real.exp_pos _).le)
  have hga : g a = 0 :=
    mul_self_eq_zero.mp (le_antisymm (nonpos_of_mul_nonpos_left hz (Real.exp_pos _))
      (mul_self_nonneg _))
  rw [← hG] at hga
  unfold mismatch at hga
  linarith

end

end FirstOrderOfUsadel
```

Messages:

```
Main.lean:56:4: error: Type mismatch: After simplification, term
  Tendsto.comp (Continuous.tendsto continuous_cos 0) hhalf
 has type
  @Tendsto ℝ ℝ (cos ∘ fun x => θ x / 2) atTop (𝓝 1)
but is expected to have type
  @Tendsto ℝ ℝ (fun x => cos (θ x / 2)) atTop (𝓝 1)
Main.lean:58:4: error: Type mismatch: After simplification, term
  Tendsto.comp (Continuous.tendsto continuous_sin 0) hhalf
 has type
  @Tendsto ℝ ℝ (sin ∘ fun x => θ x / 2) atTop (𝓝 0)
but is expected to have type
  @Tendsto ℝ ℝ (fun x => sin (θ x / 2)) atTop (𝓝 0)
Main.lean:60:4: error: Type mismatch: After simplification, term
  Tendsto.add hq (Tendsto.const_mul (2 / ξ) hsin)
 has type
  @Tendsto ℝ ℝ (fun x => q x + 2 / ξ * sin (θ x / 2)) atTop (𝓝 0)
but is expected to have type
  @Tendsto ℝ ℝ (mismatch ξ θ q) atTop (𝓝 0)
Main.lean:71:19: error: Type mismatch
  ContinuousAt.continuousWithinAt (HasDerivAt.continuousAt (hd x (LT.lt.trans_le ha (LE.le.trans haY hx))))
has type
  ContinuousWithinAt (fun i => g i * g i) ?m.445 x
but is expected to have type
  HasDerivAt (fun x => g x * g x) (?m.417 x) x
Main.lean:72:51: error(lean.invalidField): Invalid field `le`: The environment does not contain `Real.le.le`, so it is not possible to project the field `le` from an expression
  hx
of type `Real.le✝ Y x`
Main.lean:84:19: error: Type mismatch
  ContinuousAt.continuousWithinAt (HasDerivAt.continuousAt (hd x (LT.lt.trans_le ha hx)))
has type
  ContinuousWithinAt (fun y => g y * g y * rexp (2 / ξ * y)) ?m.678 x
but is expected to have type
  HasDerivAt (fun y => g y * g y * rexp (2 / ξ * y)) (?m.655 x) x
Main.lean:85:34: error: Application type mismatch: The argument
  hx
has type
  a ≤ x
but is expected to have type
  a < x
in the application
  LT.lt.trans ha hx
```

The first two errors are about form. `Tendsto.comp` gives a limit for `cos ∘ fun x => θ x / 2`, and `simpa` does not match that with `fun x => cos (θ x / 2)`. The repair gives the term directly, so Lean can unfold the composition, with the limit left as `Real.cos 0` or `Real.sin 0` and rewritten afterwards.

In the third, `simpa [mismatch]` leaves `mismatch ξ θ q` folded, because the definition also takes a point `x`, which is missing here. The repair proves the limit for the written-out function, and `exact h` accepts it by definition.

The other four errors come from calling `le_of_slope_nonneg` with a continuity proof it does not take. That proof landed where the derivative was expected, and the derivative proof landed in the next place, where `hx` is `Y ≤ x` or `a ≤ x`. Hence the complaints about `hx.le` and about `ha.trans hx`, which needs a strict inequality. The repair drops the continuity proofs and uses `hx` as a non-strict inequality, with `trans_le` in the second call.

Lean accepts the file once it reads:

```diff
@@ -53,10 +53,14 @@
   have hhalf : Tendsto (fun x => θ x / 2) atTop (𝓝 0) := by
     simpa using hθ.div_const 2
-  have hcos : Tendsto (fun x => Real.cos (θ x / 2)) atTop (𝓝 1) := by
-    simpa using (Real.continuous_cos.tendsto 0).comp hhalf
-  have hsin : Tendsto (fun x => Real.sin (θ x / 2)) atTop (𝓝 0) := by
-    simpa using (Real.continuous_sin.tendsto 0).comp hhalf
+  have hcos : Tendsto (fun x => Real.cos (θ x / 2)) atTop (𝓝 (Real.cos 0)) :=
+    (Real.continuous_cos.tendsto 0).comp hhalf
+  have hsin : Tendsto (fun x => Real.sin (θ x / 2)) atTop (𝓝 (Real.sin 0)) :=
+    (Real.continuous_sin.tendsto 0).comp hhalf
+  rw [Real.cos_zero] at hcos
+  rw [Real.sin_zero] at hsin
   have hlim : Tendsto (mismatch ξ θ q) atTop (𝓝 0) := by
-    simpa [mismatch] using hq.add (hsin.const_mul (2 / ξ))
+    have h : Tendsto (fun x => q x + 2 / ξ * Real.sin (θ x / 2)) atTop (𝓝 0) := by
+      simpa using hq.add (hsin.const_mul (2 / ξ))
+    exact h
   have hev : ∀ᶠ x in atTop, 0 < Real.cos (θ x / 2) := hcos (Ioi_mem_nhds one_pos)
   obtain ⟨Y, hY⟩ := eventually_atTop.mp (hev.and (eventually_ge_atTop a))
@@ -69,7 +73,6 @@
     have hd := fun x (hx : 0 < x) => (hg x hx).fun_mul (hg x hx)
     refine le_of_slope_nonneg (f := fun x => g x * g x) hz
-      (fun x hx => (hd x (ha.trans_le (haY.trans hx))).continuousAt.continuousWithinAt)
-      (fun x hx => hd x (ha.trans_le (haY.trans hx.le))) fun x hx => ?_
-    have hc := (hY x hx.le).1
+      (fun x hx => hd x (ha.trans_le (haY.trans hx))) fun x hx => ?_
+    have hc := (hY x hx).1
     have : 0 ≤ 2 * (Real.cos (θ x / 2) / ξ) * (g x * g x) :=
       mul_nonneg (by positivity) (mul_self_nonneg _)
@@ -82,6 +85,5 @@
         ((hasDerivAt_id' x).const_mul (2 / ξ)).exp).congr_deriv (by ring)
     refine le_of_slope_nonneg (f := fun y => g y * g y * Real.exp (2 / ξ * y)) haY
-      (fun x hx => (hd x (ha.trans_le hx)).continuousAt.continuousWithinAt)
-      (fun x hx => hd x (ha.trans hx)) fun x _ => ?_
+      (fun x hx => hd x (ha.trans_le hx)) fun x _ => ?_
     have hc : 0 ≤ 1 + Real.cos (θ x / 2) := by linarith [Real.neg_one_le_cos (θ x / 2)]
     exact mul_nonneg (mul_nonneg (mul_nonneg (by positivity) hc) (mul_self_nonneg _))
```
